# On a periodic chain refined m-fold, piecewise-constant interpolation has m times the gradient energy of linear interpolation

When a multigrid solver carries a smooth potential from a coarse periodic grid to a fine one, the interpolation decides how much gradient energy the potential has there. To compare two interpolations on a ring, one first chooses what a fine field is. Here it is a real function of the site number $i = 0, 1, 2, \dots$, and sums run over one period. Neighbouring sites are then simply $i$ and $i+1$, and the closing of the ring becomes a statement to prove. The coarse field $v$ lives on $M$ points with indices modulo $M$, and each coarse interval is divided into $m \ge 1$ fine links.

The constant interpolant of $v$ has exactly $m$ times the gradient energy of the linear one. A companion result concerns the coarse correction: if the error of a potential is a linear interpolant, the variational correction built from piecewise-constant fields has only $1/m$ of the required amplitude. This bears on multigrid solvers for Poisson's equation, as used in real-space electronic-structure calculations, when they combine aggregation with a variational coarse equation. The model is one-dimensional, with uniform spacing and a constant dielectric coefficient.

```lean
import Mathlib

open Finset

namespace MultigridAggregation

noncomputable section
```

## Two interpolants of one coarse field

The coarse difference to the right of point $J$ is $\delta_J(v) = v_{J+1} - v_J$. The type `ZMod M` makes $J+1$ wrap around at the end of the ring.

```lean
/-- The difference of a coarse field between the ring point `J` and its right neighbour. -/
def coarseStep {M : ℕ} (v : ZMod M → ℝ) (J : ZMod M) : ℝ := v (J + 1) - v J
```

Write a fine site as $i = Jm + r$ with $0 \le r < m$, so that $J$ is the block and $r$ the offset in it. Piecewise-constant interpolation, called aggregation in multigrid, copies the block value:

$$(Cv)_{Jm+r} = v_J .$$

In Lean, `i / m` is integer division and returns $J$.

```lean
/-- Piecewise-constant interpolation (aggregation): each of the `m` fine sites of a block
carries the coarse value of that block. The domain is `m ≥ 1`. -/
def constInterp {M : ℕ} (m : ℕ) (v : ZMod M → ℝ) (i : ℕ) : ℝ := v ((i / m : ℕ) : ZMod M)
```

Linear interpolation adds the proportional part of the next difference:

$$(Lv)_{Jm+r} = v_J + \frac{r}{m}\,\delta_J(v).$$

The coarse value thus sits on the first site of its block, not at the block's centre.

```lean
/-- Linear interpolation between neighbouring coarse values, for refinement `m ≥ 1`. -/
def linInterp {M : ℕ} (m : ℕ) (v : ZMod M → ℝ) (i : ℕ) : ℝ :=
  v ((i / m : ℕ) : ZMod M) + ((i % m : ℕ) : ℝ) / m * coarseStep v ((i / m : ℕ) : ZMod M)
```

## Energy and the variational correction

For a fine field $u$ and $N$ links, the gradient energy is

$$E(u) = \sum_{i=0}^{N-1} (u_{i+1}-u_i)^2 .$$

Up to a prefactor containing the grid spacing and the permittivity, this is the discretised field energy of an electrostatic potential. The prefactor is the same for both interpolants and is left out.

```lean
/-- The gradient energy: the sum of squared neighbour differences over `N` links. -/
def gradEnergy (N : ℕ) (u : ℕ → ℝ) : ℝ := ∑ i ∈ range N, (u (i + 1) - u i) ^ 2
```

The associated bilinear form is $B(u,w) = \sum_i (u_{i+1}-u_i)(w_{i+1}-w_i)$, with $B(u,u) = E(u)$.

```lean
/-- The bilinear form belonging to the gradient energy. -/
def gradForm (N : ℕ) (u w : ℕ → ℝ) : ℝ :=
  ∑ i ∈ range N, (u (i + 1) - u i) * (w (i + 1) - w i)
```

Let $e$ be the error of the current fine potential, that is, the exact potential minus the current one. A coarse field $c$ is a Galerkin correction if

$$B(Cc, Cw) = B(e, Cw) \quad\text{for every coarse } w .$$

A solver does not know $e$, but it can evaluate the right-hand side from the residual.

```lean
/-- The coarse field `c` is a Galerkin correction for the fine error `e`: its piecewise-constant
interpolant satisfies the variational equation against all piecewise-constant fields. -/
def IsAggregationCorrection {M : ℕ} (m : ℕ) (e : ℕ → ℝ) (c : ZMod M → ℝ) : Prop :=
  ∀ w : ZMod M → ℝ, gradForm (M * m) (constInterp m c) (constInterp m w) =
    gradForm (M * m) e (constInterp m w)
```

## Closing the ring

Moving $i$ by $Mm$ sites raises the block index by $M$, which is zero modulo $M$, and leaves the offset unchanged. Both interpolants therefore repeat after $Mm$ sites, and the link from site $Mm-1$ to site $Mm$ is the one that closes the ring.

```lean
/-- Both interpolants are fields on the fine ring: they repeat after `M * m` sites. -/
theorem interp_periodic {M : ℕ} (m : ℕ) (v : ZMod M → ℝ) (i : ℕ) :
    constInterp m v (i + M * m) = constInterp m v i ∧
      linInterp m v (i + M * m) = linInterp m v i := by
  rcases Nat.eq_zero_or_pos m with h | h
  · subst h
    simp
  · have hd : (((i + M * m) / m : ℕ) : ZMod M) = ((i / m : ℕ) : ZMod M) := by
      rw [Nat.add_mul_div_right _ _ h, Nat.cast_add, ZMod.natCast_self, add_zero]
    unfold constInterp linInterp
    rw [hd, Nat.add_mul_mod_self_right]
    exact ⟨rfl, rfl⟩
```

## Link by link

The decomposition $i = Jm + r$ is recovered by integer division and remainder.

```lean
/-- The fine site number `r < m` of block `J` has block index `J` and offset `r`. -/
theorem site_div_mod {m r : ℕ} (J : ℕ) (hr : r < m) :
    (J * m + r) / m = J ∧ (J * m + r) % m = r := by
  have hm : 0 < m := by omega
  rw [Nat.add_comm (J * m) r, Nat.add_mul_div_right _ _ hm, Nat.add_mul_mod_self_right,
    Nat.div_eq_of_lt hr, Nat.mod_eq_of_lt hr]
  exact ⟨Nat.zero_add J, rfl⟩
```

A sum over the fine ring can then be taken block by block,

$$\sum_{i=0}^{Mm-1} f_i = \sum_{J=0}^{M-1}\sum_{r=0}^{m-1} f_{Jm+r},$$

which follows by induction on the number of blocks.

```lean
/-- A sum over the fine ring is a sum over blocks of the sums inside each block. -/
theorem sum_blocks (M m : ℕ) (f : ℕ → ℝ) :
    ∑ i ∈ range (M * m), f i = ∑ J ∈ range M, ∑ r ∈ range m, f (J * m + r) := by
  induction M with
  | zero => simp
  | succ M ih => rw [Nat.succ_mul, Finset.sum_range_add, ih, Finset.sum_range_succ]
```

Inside a block the constant interpolant does not change. On the last link, $r = m-1$, it jumps by $\delta_J(v)$. The linear interpolant rises by $\delta_J(v)/m$ on every link. On the last one this is

$$v_{J+1} - \Bigl(v_J + \frac{m-1}{m}\,\delta_J(v)\Bigr) = \frac{\delta_J(v)}{m}.$$

The proof makes the same distinction with `by_cases h : r = m - 1`. In the first case the right-hand site is rewritten as the first site of block $J+1$.

```lean
/-- On the links of block `J`, the constant interpolant jumps by the whole coarse difference at
the last link only, while the linear one rises by the fraction `1/m` of it at every link. -/
theorem interp_step {M m r : ℕ} (v : ZMod M → ℝ) (J : ℕ) (hr : r < m) :
    constInterp m v (J * m + r + 1) - constInterp m v (J * m + r) =
        (if r = m - 1 then coarseStep v (J : ZMod M) else 0) ∧
      linInterp m v (J * m + r + 1) - linInterp m v (J * m + r) =
        coarseStep v (J : ZMod M) / m := by
  have h1 := site_div_mod J hr
  have hm : 0 < m := by omega
  have hmm : (m : ℝ) * (m : ℝ)⁻¹ = 1 := mul_inv_cancel₀ (by positivity)
  unfold constInterp linInterp
  by_cases h : r = m - 1
  · -- the last link leads to the first site of the next block
    have hrm : r + 1 = m := by omega
    have e : J * m + r + 1 = (J + 1) * m + 0 := by
      rw [add_assoc, hrm]
      ring
    have h2 := site_div_mod (J + 1) hm
    have hr' : (r : ℝ) = m - 1 := by
      rw [← hrm]
      push_cast
      ring
    rw [e, h1.1, h1.2, h2.1, h2.2, if_pos h, hr', Nat.cast_zero, zero_div, zero_mul,
      add_zero, Nat.cast_add, Nat.cast_one]
    refine ⟨rfl, ?_⟩
    unfold coarseStep
    linear_combination (-(v ((J : ZMod M) + 1) - v (J : ZMod M))) * hmm
  · have h2 := site_div_mod J (show r + 1 < m by omega)
    rw [add_assoc (J * m) r 1, h1.1, h1.2, h2.1, h2.2, if_neg h]
    refine ⟨sub_self _, ?_⟩
    push_cast
    ring
```

## The forms reduce to coarse sums

Because $Cw$ changes only on last links, testing any fine field $u$ against it keeps one term per block:

$$B(u, Cw) = \sum_{J} \bigl(u_{Jm+m} - u_{Jm+m-1}\bigr)\,\delta_J(w).$$

This is `key` in the proof. Inserting $u = Cv$ and $u = Lv$ gives

$$B(Cv,Cw) = \sum_J \delta_J(v)\,\delta_J(w), \qquad B(Lv,Cw) = \frac1m \sum_J \delta_J(v)\,\delta_J(w).$$

```lean
/-- Tested against a constant interpolant, the constant interpolant of `v` gives the coarse
gradient form, and the linear interpolant gives `1/m` of it, for refinement `m ≥ 1`. -/
theorem gradForm_constInterp {M m : ℕ} (hm : 0 < m) (v w : ZMod M → ℝ) :
    gradForm (M * m) (constInterp m v) (constInterp m w) =
        ∑ J ∈ range M, coarseStep v (J : ZMod M) * coarseStep w (J : ZMod M) ∧
      gradForm (M * m) (linInterp m v) (constInterp m w) =
        (∑ J ∈ range M, coarseStep v (J : ZMod M) * coarseStep w (J : ZMod M)) / m := by
  -- only the last link of each block contributes
  have key : ∀ u : ℕ → ℝ, gradForm (M * m) u (constInterp m w) =
      ∑ J ∈ range M, (u (J * m + (m - 1) + 1) - u (J * m + (m - 1))) *
        coarseStep w (J : ZMod M) := by
    intro u
    unfold gradForm
    rw [sum_blocks]
    refine sum_congr rfl fun J _ => ?_
    rw [Finset.sum_eq_single_of_mem (m - 1) (mem_range.2 (by omega))]
    · rw [(interp_step w J (show m - 1 < m by omega)).1, if_pos rfl]
    · intro r hr hne
      rw [(interp_step w J (mem_range.1 hr)).1, if_neg hne, mul_zero]
  constructor
  · rw [key]
    refine sum_congr rfl fun J _ => ?_
    rw [(interp_step v J (show m - 1 < m by omega)).1, if_pos rfl]
  · rw [key, Finset.sum_div]
    refine sum_congr rfl fun J _ => ?_
    rw [(interp_step v J (show m - 1 < m by omega)).2]
    ring
```

For the energies, the constant interpolant has one jump per block, while the linear one has $m$ equal small steps:

$$E(Cv) = \sum_J \delta_J(v)^2, \qquad E(Lv) = \sum_J m\left(\frac{\delta_J(v)}{m}\right)^2 = \frac1m\sum_J \delta_J(v)^2 .$$

Hence $E(Cv) = m\,E(Lv)$. The theorem states all three equalities. The last is a product and not a quotient, so it also holds for constant $v$, and hence for $M = 1$, where both energies vanish. For $M = 2$ the two coarse points are joined by two intervals, and both are counted.

The first equality is the previous result with $w = v$. The second sums $m$ identical terms with `sum_const`.

```lean
/-- For refinement `m ≥ 1`, the constant interpolant has the coarse sum of squared differences as
its fine gradient energy, the linear one has `1/m` of that sum, and so the former energy is `m`
times the latter. -/
theorem gradEnergy_const_eq_mul_linear {M m : ℕ} (hm : 0 < m) (v : ZMod M → ℝ) :
    gradEnergy (M * m) (constInterp m v) = ∑ J ∈ range M, coarseStep v (J : ZMod M) ^ 2 ∧
      gradEnergy (M * m) (linInterp m v) =
        (∑ J ∈ range M, coarseStep v (J : ZMod M) ^ 2) / m ∧
      gradEnergy (M * m) (constInterp m v) = m * gradEnergy (M * m) (linInterp m v) := by
  have hm0 : (m : ℝ) ≠ 0 := by positivity
  have hmm : (m : ℝ) * (m : ℝ)⁻¹ = 1 := mul_inv_cancel₀ hm0
  have hc : gradEnergy (M * m) (constInterp m v) =
      ∑ J ∈ range M, coarseStep v (J : ZMod M) ^ 2 := by
    have h := (gradForm_constInterp hm v v).1
    simp only [gradForm, ← pow_two] at h
    exact h
  have hl : gradEnergy (M * m) (linInterp m v) =
      (∑ J ∈ range M, coarseStep v (J : ZMod M) ^ 2) / m := by
    unfold gradEnergy
    rw [sum_blocks, Finset.sum_div]
    refine sum_congr rfl fun J _ => ?_
    -- m equal links, each with the squared difference divided by m²
    rw [sum_congr rfl fun r hr => by rw [(interp_step v J (mem_range.1 hr)).2],
      sum_const, card_range, nsmul_eq_mul]
    linear_combination (coarseStep v (J : ZMod M) ^ 2 * (m : ℝ)⁻¹) * hmm
  refine ⟨hc, hl, ?_⟩
  rw [hc, hl, mul_div_cancel₀ _ hm0]
```

## The correction is v/m

The Galerkin equation fixes $c$ only as far as the energy can see it. If $\sum_J \delta_J(g)^2 = 0$ for a coarse field $g$, each non-negative term is zero, so $g_{J+1} = g_J$ everywhere. Walking around the ring from the origin gives $g_J = g_0$, and the induction in the proof is this walk.

```lean
/-- A field on a ring of `M ≥ 1` points with zero gradient energy is constant. -/
theorem constant_of_energy_zero {M : ℕ} [NeZero M] (g : ZMod M → ℝ)
    (hz : ∑ J ∈ range M, coarseStep g (J : ZMod M) ^ 2 = 0) (J : ZMod M) : g J = g 0 := by
  have hall : ∀ K : ZMod M, g (K + 1) = g K := by
    intro K
    have h : coarseStep g ((K.val : ℕ) : ZMod M) ^ 2 = 0 :=
      (Finset.sum_eq_zero_iff_of_nonneg
        (fun (i : ℕ) _ => sq_nonneg (coarseStep g (i : ZMod M)))).1 hz K.val
        (mem_range.2 (ZMod.val_lt K))
    rw [ZMod.natCast_zmod_val] at h
    exact sub_eq_zero.1 (pow_eq_zero_iff two_ne_zero |>.1 h)
  -- walk around the ring from the origin
  have hn : ∀ n : ℕ, g (n : ZMod M) = g 0 := by
    intro n
    induction n with
    | zero => rw [Nat.cast_zero]
    | succ n ih => rw [Nat.cast_add, Nat.cast_one, hall, ih]
  have h := hn J.val
  rwa [ZMod.natCast_zmod_val] at h
```

Now let the error be $e = Lv$. With the reduced forms, the Galerkin equation reads

$$\sum_J \Bigl(\delta_J(c) - \frac{\delta_J(v)}{m}\Bigr)\delta_J(w) = 0 \quad\text{for every } w .$$

Choose $w = g = c - v/m$. The equation becomes $\sum_J \delta_J(g)^2 = 0$, so $g$ is a constant $a$ and

$$c_J = \frac{v_J}{m} + a .$$

Conversely, every such $c$ has $\delta_J(c) = \delta_J(v)/m$ and solves the equation. The theorem is this equivalence, so it also shows that a correction exists. The free constant is the usual arbitrary zero of a periodic potential.

```lean
/-- Undercorrection: on a ring with `M ≥ 1` and `m ≥ 1`, the Galerkin corrections by aggregation
for the linearly interpolated error `v` are exactly `v / m` plus a constant. -/
theorem aggregationCorrection_iff {M m : ℕ} [NeZero M] (hm : 0 < m) (v c : ZMod M → ℝ) :
    IsAggregationCorrection m (linInterp m v) c ↔ ∃ a : ℝ, ∀ J, c J = v J / m + a := by
  constructor
  · intro h
    -- test with the deviation of c from v / m
    have h0 := h (fun J => c J - v J / m)
    rw [(gradForm_constInterp hm c _).1, (gradForm_constInterp hm v _).2] at h0
    have hz : ∑ J ∈ range M, coarseStep (fun J => c J - v J / m) (J : ZMod M) ^ 2 = 0 := by
      rw [← sub_eq_zero, Finset.sum_div, ← Finset.sum_sub_distrib] at h0
      rw [← h0]
      refine sum_congr rfl fun J _ => ?_
      simp only [coarseStep]
      ring
    refine ⟨c 0 - v 0 / m, fun J => ?_⟩
    have hJ : c J - v J / m = c 0 - v 0 / m :=
      constant_of_energy_zero (fun J => c J - v J / m) hz J
    linarith
  · rintro ⟨a, ha⟩ w
    rw [(gradForm_constInterp hm c w).1, (gradForm_constInterp hm v w).2, Finset.sum_div]
    refine sum_congr rfl fun J _ => ?_
    simp only [coarseStep, ha]
    ring
```

## Energy left after a scaled correction

Subtract $s$ times the interpolated correction from the error and expand:

$$E(Lv - s\,Cc) = E(Lv) - 2s\,B(Lv,Cc) + s^2 B(Cc,Cc).$$

The Galerkin equation with $w = c$ gives $B(Cc,Cc) = B(Lv,Cc)$; this is the rewrite `h c`. Since $\delta_J(c) = \delta_J(v)/m$,

$$B(Lv,Cc) = \frac{1}{m^2}\sum_J \delta_J(v)^2 = \frac{E(Lv)}{m},$$

and therefore

$$E(Lv - s\,Cc) = \Bigl(1 - \frac{2s}{m} + \frac{s^2}{m}\Bigr)E(Lv).$$

The unscaled correction, $s = 1$, removes the fraction $1/m$ of the error energy. For $m = 1$ that is all of it, since the two interpolants then coincide.

```lean
/-- On a ring with `M ≥ 1` and `m ≥ 1`, subtracting `s` times the aggregation correction from a
linearly interpolated error leaves the fraction `1 - 2s/m + s²/m` of its gradient energy. -/
theorem energy_after_correction {M m : ℕ} [NeZero M] (hm : 0 < m) (v c : ZMod M → ℝ)
    (h : IsAggregationCorrection m (linInterp m v) c) (s : ℝ) :
    gradEnergy (M * m) (fun i => linInterp m v i - s * constInterp m c i) =
      (1 - 2 * s / m + s ^ 2 / m) * gradEnergy (M * m) (linInterp m v) := by
  have hexp : gradEnergy (M * m) (fun i => linInterp m v i - s * constInterp m c i) =
      gradEnergy (M * m) (linInterp m v)
        - 2 * s * gradForm (M * m) (linInterp m v) (constInterp m c)
        + s ^ 2 * gradForm (M * m) (constInterp m c) (constInterp m c) := by
    unfold gradEnergy gradForm
    rw [Finset.mul_sum, Finset.mul_sum, ← Finset.sum_sub_distrib, ← Finset.sum_add_distrib]
    refine sum_congr rfl fun i _ => ?_
    ring
  obtain ⟨a, ha⟩ := (aggregationCorrection_iff hm v c).1 h
  have hcross : ∑ J ∈ range M, coarseStep v (J : ZMod M) * coarseStep c (J : ZMod M) =
      (∑ J ∈ range M, coarseStep v (J : ZMod M) ^ 2) / m := by
    rw [Finset.sum_div]
    refine sum_congr rfl fun J _ => ?_
    simp only [coarseStep, ha]
    ring
  rw [hexp, h c, (gradForm_constInterp hm v c).2, hcross,
    (gradEnergy_const_eq_mul_linear hm v).2.1]
  ring

end

end MultigridAggregation
```

```lean
#print axioms MultigridAggregation.interp_periodic
#print axioms MultigridAggregation.gradEnergy_const_eq_mul_linear
#print axioms MultigridAggregation.energy_after_correction
```

```
'MultigridAggregation.interp_periodic' depends on axioms: [propext, Classical.choice, Quot.sound]
'MultigridAggregation.gradEnergy_const_eq_mul_linear' depends on axioms: [propext, Classical.choice, Quot.sound]
'MultigridAggregation.energy_after_correction' depends on axioms: [propext, Classical.choice, Quot.sound]
```

## One coarse correction of a periodic potential

In a multigrid Poisson solver that uses aggregation with the Galerkin coarse equation, a few relaxation sweeps leave a smooth error. The code then sums the residual over each block, solves the coarse equation for $c$, copies each $c_J$ to the $m$ sites of its block and adds the result to the potential.

Take $M = 4$, $m = 2$ and $v = (0, 4, 0, -4)$. The fine error is $(0, 2, 4, 2, 0, -2, -4, -2)$, with energy 32. The stencil $2e_i - e_{i-1} - e_{i+1}$ gives a residual of $4$ at site 2, $-4$ at site 6 and zero elsewhere, so the block sums are $(0, 4, 0, -4)$. The coarse equation with the same stencil has, up to a constant, the solution $c = (0, 2, 0, -2)$, half of $v$. After the correction the error is $(0, 2, 2, 0, 0, -2, -2, 0)$, with energy 16.

Some codes multiply the correction by a factor $s > 1$. With $s = m$ the coarse-point values come out right up to a constant, but the fraction of energy left is $m - 1$, compared with $1 - 1/m$ at $s = 1$, which is the minimum over $s$. What remains at $s = m$ is a sawtooth with jumps at the block boundaries, which is left to the following relaxation sweeps.

Besides the restriction to one dimension, uniform spacing and a constant dielectric coefficient, the model assumes that the relaxed error is a linear interpolant of coarse values. For a real smooth error this is an approximation, and the factor $1/m$ is then approximate as well. The factor also belongs to the Galerkin coarse equation. If the coarse equation is instead discretised afresh, with $m$ times the fine spacing and the block averages of the residual, its solution is $m$ times larger.
